# The function sinh(x)/x is strictly increasing for positive x

For real numbers 0 < a < b, the lemma states that sinh(a)/a < sinh(b)/b. It is a purely mathematical inequality: the statement contains no Hamiltonian, state or other physical model, and its only assumptions are that a is positive and less than b. The attempt first shows that sinh is strictly convex on [0, ∞), because its second derivative is positive for x > 0. The graph at a therefore lies strictly below the chord from the origin to the point at b, which gives sinh(a) < (a/b) sinh(b), and dividing by a gives the claim.

The first attempt, which Lean rejects:

```lean
import Mathlib

open MeasureTheory

namespace SinhDivLt

noncomputable section

/-- The weight `sinh x / x` is strictly increasing for positive `x`. -/
theorem sinh_div_lt {a b : ℝ} (ha : 0 < a) (hab : a < b) :
    Real.sinh a / a < Real.sinh b / b := by
  have hb : 0 < b := ha.trans hab
  have hconv : StrictConvexOn ℝ (Set.Ici (0 : ℝ)) Real.sinh := by
    apply strictConvexOn_of_deriv2_pos (convex_Ici 0) Real.continuous_sinh.continuousOn
    intro x hx
    rw [interior_Ici] at hx
    change 0 < deriv (deriv Real.sinh) x
    rw [Real.deriv_sinh, Real.deriv_cosh]
    exact Real.sinh_pos_iff.2 hx
  -- compare with the chord from the origin to `b`
  have h := hconv.2 (show (0 : ℝ) ∈ Set.Ici (0 : ℝ) from le_refl 0)
    (show b ∈ Set.Ici (0 : ℝ) from hb.le) hb.ne
    (sub_pos.2 ((div_lt_one hb).2 hab)) (div_pos ha hb) (by ring)
  have e : a / b * b = a := by field_simp
  simp only [smul_eq_mul, mul_zero, zero_add, Real.sinh_zero, e] at h
  rw [div_lt_iff₀ ha]
  calc Real.sinh a < a / b * Real.sinh b := h
    _ = Real.sinh b / b * a := by ring

end

end SinhDivLt
```

Compiling this gives:

```
Main.lean:21:57: error: Type mismatch
  le_refl 0
has type
  0 ≤ 0
but is expected to have type
  0 ∈ Set.Ici 0
```

The mended proof, as a diff:

```diff
@@ -19,6 +19,5 @@
     exact Real.sinh_pos_iff.2 hx
   -- compare with the chord from the origin to `b`
-  have h := hconv.2 (show (0 : ℝ) ∈ Set.Ici (0 : ℝ) from le_refl 0)
-    (show b ∈ Set.Ici (0 : ℝ) from hb.le) hb.ne
+  have h := hconv.2 (Set.mem_Ici.2 (le_refl (0 : ℝ))) (Set.mem_Ici.2 hb.le) hb.ne
     (sub_pos.2 ((div_lt_one hb).2 hab)) (div_pos ha hb) (by ring)
   have e : a / b * b = a := by field_simp
```

Diagnosis. Strict convexity needs both endpoints of the chord to lie in `Set.Ici 0`, the set of reals that are at least 0. By definition, `0 ∈ Set.Ici 0` unfolds to the real inequality `0 ≤ 0`, and Lean can see through that definition: it accepts `hb.le`, a plain inequality between reals, as the membership proof for `b`. What fails is the bare numeral in `le_refl 0`. Nothing in that term says that the `0` is real, and the expected type is a membership, not a visible inequality from which Lean could read off the numeral's type. A numeral whose type is left open falls back to the natural numbers, and `0 ≤ 0` there is not the required statement about reals. The message prints both zeros without their types, which hides the difference.

The repair writes `(0 : ℝ)`, so the inequality is about real numbers from the start. It also uses `Set.mem_Ici.2`, which turns an inequality into the required membership explicitly, so that Lean no longer has to unfold the definition. The same conversion is applied to `hb.le` only for uniformity, since that argument was already accepted. The convexity argument itself is unchanged.
